# Occupations lie in [0,1] when the generalised density matrix of Hartree–Fock with pairing is idempotent

The many-electron state does not appear in the Lean file: it is represented by two complex square matrices, the one-particle density r and the pairing matrix k. In an orthonormal spin-orbital basis with annihilation operators c_i, they stand for

r_ij = ⟨c_j† c_i⟩,  k_ij = ⟨c_j c_i⟩.

From these expectation values one would know that r is Hermitian and k antisymmetric, and also that the eigenvalues of r lie in [0,1], for any normalised state, whether or not it is of Hartree–Fock type. For bare matrices Hermiticity and antisymmetry are hypotheses, each theorem names the ones it uses, and the bounds on the eigenvalues have to be proved. The generalised density matrix is

R = [[r, k], [−conj k, 1 − conj r]],

where conj conjugates every entry and leaves rows and columns in place. The condition R² = R is also a hypothesis. It stands for a state that is the vacuum of some set of quasi-particles, as in Hartree–Fock–Bogoliubov theory at zero temperature. No Hamiltonian or self-consistency condition enters.

## The matrices

```lean
import Mathlib

open Matrix
open scoped ComplexOrder

namespace PairingHartreeFock

noncomputable section

variable {n : Type*} [Fintype n] [DecidableEq n]
```

The type `n` labels the spin orbitals, and `Fintype n` makes the basis finite. Opening `ComplexOrder` gives inequalities between complex numbers a meaning: 0 ≤ z says that z is real and non-negative.

```lean
/-- Entrywise complex conjugation of a matrix, as a ring homomorphism. -/
def conjM : Matrix n n ℂ →+* Matrix n n ℂ := (starRingEnd ℂ).mapMatrix
```

`conjM` is the operation conj. The arrow `→+*` records that it respects sums and products, so conj(AB) = conj A · conj B, with the order kept. The adjoint, written `ᴴ`, would reverse it.

```lean
/-- The generalised density matrix built from the one-particle density `r` and the
pairing matrix `k`. -/
def generalizedDensity (r k : Matrix n n ℂ) : Matrix (n ⊕ n) (n ⊕ n) ℂ :=
  fromBlocks r k (-conjM k) (1 - conjM r)
```

This is R. Its index type `n ⊕ n` is two copies of the basis, one for particles and one for holes, so N orbitals give a 2N × 2N matrix.

```lean
/-- The density matrix of two paired levels, each with occupation `v ^ 2`. -/
def pairDensity (v : ℝ) : Matrix (Fin 2) (Fin 2) ℂ :=
  !![(v : ℂ) ^ 2, 0; 0, (v : ℂ) ^ 2]

/-- The pairing matrix of two levels with real amplitudes `u` and `v`. -/
def pairPairing (u v : ℝ) : Matrix (Fin 2) (Fin 2) ℂ :=
  !![0, (u : ℂ) * v; -((u : ℂ) * v), 0]
```

These two definitions describe one pair of levels with real amplitudes u and v. When u² + v² = 1, they are the matrices of the normalised state (u + v c_1† c_2†)|0⟩; the definitions themselves do not impose this condition:

r = [[v², 0], [0, v²]],  k = [[0, uv], [−uv, 0]].

They supply an example at the end. In the theorems before it, v is an orbital, that is, a vector of coefficients.

## Idempotence as two relations

```lean
/-- The adjoint of an antisymmetric pairing matrix is minus its complex conjugate. -/
theorem conjTranspose_of_antisymm {k : Matrix n n ℂ} (hk : kᵀ = -k) :
    kᴴ = -conjM k := by
  ext i j
  have h : k j i = -k i j := congrFun (congrFun hk i) j
  simp [conjM, Matrix.conjTranspose_apply, h]
```

The hypothesis `kᵀ = -k` is antisymmetry. The adjoint is the conjugate of the transpose, hence

kᴴ = conj(kᵀ) = −conj k.

Lean checks this entry by entry, which is what `ext i j` sets up.

```lean
/-- Conjugating both a matrix and a vector conjugates their product. -/
theorem conjM_mulVec (A : Matrix n n ℂ) (v : n → ℂ) :
    conjM A *ᵥ star v = star (A *ᵥ v) := by
  ext i
  simp [conjM, Matrix.mulVec, dotProduct]
```

For a vector, `star v` is the entrywise conjugate and `*ᵥ` is matrix times vector. The lemma says conj(A) conj(v) = conj(Av).

```lean
/-- For antisymmetric `k`, the generalised density matrix is idempotent exactly when
`r - r² = k kᴴ` and `r k = k conj r`. -/
theorem generalizedDensity_idempotent_iff {r k : Matrix n n ℂ} (hk : kᵀ = -k) :
    generalizedDensity r k * generalizedDensity r k = generalizedDensity r k ↔
      r - r * r = k * kᴴ ∧ r * k = k * conjM r := by
  have hcc : conjM (conjM k) = k := by
    ext i j
    simp [conjM]
  rw [conjTranspose_of_antisymm hk, generalizedDensity, fromBlocks_multiply,
    fromBlocks_inj]
  constructor
  · rintro ⟨h1, h2, -, -⟩
    constructor
    · linear_combination (norm := noncomm_ring) -h1
    · linear_combination (norm := noncomm_ring) h2
  · rintro ⟨h1, h2⟩
    -- the lower blocks carry the complex conjugates of the two relations
    have h3 := congrArg conjM h1
    have h4 := congrArg conjM h2
    have hrr : conjM (conjM r) = r := by
      ext i j
      simp [conjM]
    simp only [map_sub, map_mul, map_neg, hcc, hrr] at h3 h4
    refine ⟨?_, ?_, ?_, ?_⟩
    · linear_combination (norm := noncomm_ring) -h1
    · linear_combination (norm := noncomm_ring) h2
    · linear_combination (norm := noncomm_ring) h4
    · linear_combination (norm := noncomm_ring) -h3
```

The symbol `↔` means "exactly when" and `∧` means "and". By hand, multiply out R² = R block by block:

r² − k conj k = r
r k + k(1 − conj r) = k
−conj k r − (1 − conj r) conj k = −conj k
−conj k k + (1 − conj r)² = 1 − conj r

With kᴴ = −conj k, the first line becomes r − r² = k kᴴ. The second becomes r k = k conj r. The third simplifies to conj r conj k = conj k r, the conjugate of the second relation, and the fourth to conj r − (conj r)² = −conj k k, the conjugate of the first. Two relations therefore suffice, and Hermiticity of r has not been used.

The sign in the first relation is easily lost. Writing k conj k in place of k kᴴ turns the right-hand side into its negative, and for Hermitian r and nonzero k this would push at least one occupation outside [0,1].

In the proof, `fromBlocks_multiply` and `fromBlocks_inj` produce the four equations. One direction reads off the upper two. The other applies `conjM` to both relations, giving `h3` and `h4`, and recovers all four. Each `linear_combination` names the relation to add or subtract, and `noncomm_ring` checks the remaining algebra without commuting matrices.

## Bounds on the occupations

```lean
/-- If the generalised density matrix is idempotent, `r` is Hermitian and `k` is antisymmetric, then
`r` and `1 - r` are both positive semidefinite. -/
theorem density_posSemidef {r k : Matrix n n ℂ} (hr : r.IsHermitian) (hk : kᵀ = -k)
    (hR : generalizedDensity r k * generalizedDensity r k = generalizedDensity r k) :
    r.PosSemidef ∧ (1 - r).PosSemidef := by
  have h1 := ((generalizedDensity_idempotent_iff hk).1 hR).1
  have hkk := posSemidef_self_mul_conjTranspose k
  constructor
  · have h := (posSemidef_conjTranspose_mul_self r).add hkk
    have e : rᴴ * r + k * kᴴ = r := by
      rw [hr.eq, ← h1]
      abel
    rwa [e] at h
  · have h := (posSemidef_conjTranspose_mul_self (1 - r)).add hkk
    have e : (1 - r)ᴴ * (1 - r) + k * kᴴ = 1 - r := by
      rw [conjTranspose_sub, conjTranspose_one, hr.eq, ← h1]
      noncomm_ring
    rwa [e] at h
```

Here Hermiticity enters, as `hr`. Since rᴴ = r, the first relation gives

r = r² + (r − r²) = rᴴ r + k kᴴ
1 − r = (1 − r)² + (r − r²) = (1 − r)ᴴ(1 − r) + k kᴴ

Every term on the right has the form AᴴA or AAᴴ, so both sums are positive semidefinite. The two equations labelled `e` in the proof are these identities.

```lean
/-- If the generalised density matrix is idempotent, `r` is Hermitian and `k` is antisymmetric,
every eigenvalue of `r` is real and lies between 0 and 1. -/
theorem occupation_mem_unit_interval {r k : Matrix n n ℂ} (hr : r.IsHermitian)
    (hk : kᵀ = -k)
    (hR : generalizedDensity r k * generalizedDensity r k = generalizedDensity r k)
    {μ : ℂ} {v : n → ℂ} (hv0 : v ≠ 0) (hv : r *ᵥ v = μ • v) :
    μ.im = 0 ∧ 0 ≤ μ.re ∧ μ.re ≤ 1 := by
  obtain ⟨hp, hq⟩ := density_posSemidef hr hk hR
  have p1 := hp.dotProduct_mulVec_nonneg v
  have p2 := hq.dotProduct_mulVec_nonneg v
  have hN : 0 < star v ⬝ᵥ v :=
    lt_of_le_of_ne (dotProduct_star_self_nonneg v)
      (Ne.symm (mt dotProduct_star_self_eq_zero.1 hv0))
  rw [hv, dotProduct_smul, smul_eq_mul] at p1
  rw [sub_mulVec, one_mulVec, hv, dotProduct_sub, dotProduct_smul, smul_eq_mul] at p2
  generalize star v ⬝ᵥ v = N at hN p1 p2
  -- compare real and imaginary parts of the two expectation values
  obtain ⟨a, b⟩ := Complex.lt_def.1 hN
  rw [Complex.le_def] at p1 p2
  simp only [Complex.zero_re, Complex.zero_im, Complex.sub_re, Complex.sub_im,
    Complex.mul_re, Complex.mul_im] at a b p1 p2
  rw [← b] at p1 p2
  have him : μ.im * N.re = 0 := by linarith [p1.2]
  refine ⟨(mul_eq_zero.1 him).resolve_right a.ne', ?_, ?_⟩
  · exact le_of_mul_le_mul_right (by linarith [p1.1]) a
  · exact le_of_mul_le_mul_right (by linarith [p2.1]) a
```

Let r v = μ v with v ≠ 0, and write N = v†v > 0. The number μ is allowed to be complex at the outset. Taking expectation values in v gives

v† r v = μ N ≥ 0
v† (1 − r) v = (1 − μ) N ≥ 0

Both quantities are real and non-negative, and N is positive, so μ is real and 0 ≤ μ ≤ 1. For a normalised orbital N = 1, and μ is its occupation. In Lean these inequalities are `p1` and `p2`, and the last lines compare their real and imaginary parts.

Without Hermiticity the conclusion fails. Take

r = [[(1+i)/2, 0], [0, (1−i)/2]],  k = [[0, 1/√2], [−1/√2, 0]].

Both diagonal entries z of r satisfy z − z² = 1/2, so r − r² = k kᴴ. The entries are conjugates of each other, which gives r k = k conj r. Thus R² = R, yet the eigenvalues of r are not real.

```lean
/-- When `k` is antisymmetric and the generalised density matrix is idempotent, the one-particle
density `r` is itself idempotent exactly when the pairing matrix vanishes. -/
theorem density_idempotent_iff_no_pairing {r k : Matrix n n ℂ} (hk : kᵀ = -k)
    (hR : generalizedDensity r k * generalizedDensity r k = generalizedDensity r k) :
    r * r = r ↔ k = 0 := by
  have h1 := ((generalizedDensity_idempotent_iff hk).1 hR).1
  rw [← Matrix.self_mul_conjTranspose_eq_zero (A := k), ← h1, sub_eq_zero]
  exact eq_comm
```

Given R² = R, the first relation yields

r² = r ⇔ r − r² = 0 ⇔ k kᴴ = 0 ⇔ k = 0.

For the last step, the trace of k kᴴ is Σ_ij |k_ij|², which vanishes only if every entry does. The proof rewrites the statement along the same chain. For mean-field electronic structure in a finite orthonormal basis, this means that a state with R² = R and a nonzero pairing matrix fails the usual Hartree–Fock test r² = r.

## Partner orbitals

```lean
/-- Let `k` be antisymmetric and the generalised density matrix idempotent. For an eigenvector `v`
of `r` with real eigenvalue `μ`, the partner orbital `k conj v` has squared norm `μ (1 - μ)` times
that of `v`. -/
theorem partner_norm {r k : Matrix n n ℂ} (hk : kᵀ = -k)
    (hR : generalizedDensity r k * generalizedDensity r k = generalizedDensity r k)
    {μ : ℝ} {v : n → ℂ} (hv : r *ᵥ v = (μ : ℂ) • v) :
    star (k *ᵥ star v) ⬝ᵥ (k *ᵥ star v) = (μ : ℂ) * (1 - μ) * (star v ⬝ᵥ v) := by
  have h1 := ((generalizedDensity_idempotent_iff hk).1 hR).1
  have hw : star (k *ᵥ star v) = conjM k *ᵥ v := by
    rw [← conjM_mulVec, star_star]
  calc star (k *ᵥ star v) ⬝ᵥ (k *ᵥ star v)
      = (conjM k *ᵥ v) ⬝ᵥ (k *ᵥ star v) := by rw [hw]
    _ = ((conjM k *ᵥ v) ᵥ* k) ⬝ᵥ star v := Matrix.dotProduct_mulVec _ _ _
    _ = star v ⬝ᵥ (kᵀ *ᵥ (conjM k *ᵥ v)) := by rw [mulVec_transpose, dotProduct_comm]
    _ = star v ⬝ᵥ ((k * kᴴ) *ᵥ v) := by
        rw [hk, conjTranspose_of_antisymm hk, mulVec_mulVec, neg_mul, mul_neg]
    _ = (μ : ℂ) * (1 - μ) * (star v ⬝ᵥ v) := by
        rw [← h1, sub_mulVec, ← mulVec_mulVec, hv, mulVec_smul, hv]
        simp only [dotProduct_sub, dotProduct_smul, smul_eq_mul]
        ring
```

The orbital w = k conj v is the partner of v. The sign `⬝ᵥ` is a dot product without conjugation, so `star v ⬝ᵥ v` is v†v. Suppose r v = μ v with μ real. Since conj w = conj k v, moving k across the dot product as its transpose gives

w†w = (conj k v)ᵀ k conj v
  = v† kᵀ conj k v
  = −v† k conj k v
  = v† k kᴴ v
  = v† (r − r²) v
  = μ(1 − μ) v†v

The `calc` block follows this order. A normalised orbital with occupation 1/2 has a partner of squared norm 1/4. An orbital with occupation 0 or 1 has partner zero.

```lean
/-- Let `k` be antisymmetric and the generalised density matrix idempotent. For a nonzero
eigenvector `v` of `r` with real eigenvalue `μ` neither 0 nor 1, the partner `k conj v` is nonzero,
satisfies the same eigenvalue equation and is orthogonal to `v`. -/
theorem fractional_occupation_degenerate {r k : Matrix n n ℂ} (hk : kᵀ = -k)
    (hR : generalizedDensity r k * generalizedDensity r k = generalizedDensity r k)
    {μ : ℝ} {v : n → ℂ} (hv0 : v ≠ 0) (hv : r *ᵥ v = (μ : ℂ) • v)
    (hμ0 : μ ≠ 0) (hμ1 : μ ≠ 1) :
    k *ᵥ star v ≠ 0 ∧ r *ᵥ (k *ᵥ star v) = (μ : ℂ) • (k *ᵥ star v) ∧
      star v ⬝ᵥ (k *ᵥ star v) = 0 := by
  have h2 := ((generalizedDensity_idempotent_iff hk).1 hR).2
  refine ⟨?_, ?_, ?_⟩
  · intro h0
    have h := partner_norm hk hR hv
    rw [h0, dotProduct_zero] at h
    have a : (μ : ℂ) ≠ 0 := by exact_mod_cast hμ0
    have b : (1 : ℂ) - μ ≠ 0 := sub_ne_zero.2 (by exact_mod_cast hμ1.symm)
    exact mul_ne_zero (mul_ne_zero a b) (mt dotProduct_star_self_eq_zero.1 hv0) h.symm
  · have hs : star ((μ : ℂ) • v) = (μ : ℂ) • star v := by
      ext i
      simp
    rw [mulVec_mulVec, h2, ← mulVec_mulVec, conjM_mulVec, hv, hs, mulVec_smul]
  · -- an antisymmetric bilinear form vanishes on the diagonal
    have h : star v ⬝ᵥ (k *ᵥ star v) = -(star v ⬝ᵥ (k *ᵥ star v)) := by
      calc star v ⬝ᵥ (k *ᵥ star v)
          = (star v ᵥ* k) ⬝ᵥ star v := Matrix.dotProduct_mulVec _ _ _
        _ = (kᵀ *ᵥ star v) ⬝ᵥ star v := by rw [mulVec_transpose]
        _ = -(star v ⬝ᵥ (k *ᵥ star v)) := by
            rw [hk, neg_mulVec, neg_dotProduct, dotProduct_comm]
    linear_combination (1 / 2 : ℂ) * h
```

Now let v ≠ 0 and let μ be neither 0 nor 1. The theorem makes three statements about w.

First, w ≠ 0, because its squared norm is a product of nonzero factors.

Second, w has the same occupation. The second relation and the reality of μ give

r w = r k conj v = k conj r conj v = k conj(r v) = μ k conj v = μ w.

Third, w is orthogonal to v. A number equals its own transpose, so

v†w = v† k conj v = v† kᵀ conj v = −v† k conj v = −v†w,

and v†w = 0. The last line of the proof halves this equation.

A fractional occupation is therefore at least doubly degenerate, within this finite-basis model with idempotent R. A single spin orbital admits none, since an antisymmetric 1 × 1 matrix is zero.

## One pair of levels

```lean
/-- Two paired levels with real amplitudes satisfying `u² + v² = 1` have a Hermitian
density, an antisymmetric pairing matrix and an idempotent generalised density matrix. -/
theorem generalizedDensity_witness (u v : ℝ) (h : u ^ 2 + v ^ 2 = 1) :
    (pairDensity v).IsHermitian ∧ (pairPairing u v)ᵀ = -pairPairing u v ∧
      generalizedDensity (pairDensity v) (pairPairing u v) *
        generalizedDensity (pairDensity v) (pairPairing u v) =
        generalizedDensity (pairDensity v) (pairPairing u v) := by
  have hc : (u : ℂ) ^ 2 + (v : ℂ) ^ 2 = 1 := by exact_mod_cast h
  have hk : (pairPairing u v)ᵀ = -pairPairing u v := by
    ext i j
    fin_cases i <;> fin_cases j <;> simp [pairPairing]
  refine ⟨?_, hk, (generalizedDensity_idempotent_iff hk).2 ⟨?_, ?_⟩⟩
  · ext i j
    fin_cases i <;> fin_cases j <;> simp [pairDensity, Matrix.conjTranspose_apply]
  · ext i j
    fin_cases i <;> fin_cases j <;>
      simp [pairDensity, pairPairing, Matrix.mul_apply, Fin.sum_univ_two] <;>
      linear_combination -(v : ℂ) ^ 2 * hc
  · ext i j
    fin_cases i <;> fin_cases j <;>
      simp [pairDensity, pairPairing, conjM, Matrix.mul_apply, Fin.sum_univ_two] <;>
      ring

end

end PairingHartreeFock
```

For the two-level matrices with u² + v² = 1, the density is Hermitian, the pairing matrix is antisymmetric and R is idempotent. The first relation holds because

r − r² = v²(1 − v²) · 1 = u²v² · 1 = k kᴴ.

The second holds because r is a real multiple of the identity. Lean uses the theorem on the two relations to reduce R² = R to them, and then checks them entry by entry with `fin_cases`. With u² = v² = 1/2, both levels have occupation 1/2, so the hypotheses do allow fractional occupations.

```lean
#print axioms PairingHartreeFock.occupation_mem_unit_interval
#print axioms PairingHartreeFock.density_idempotent_iff_no_pairing
#print axioms PairingHartreeFock.fractional_occupation_degenerate
```

```
'PairingHartreeFock.occupation_mem_unit_interval' depends on axioms: [propext, Classical.choice, Quot.sound]
'PairingHartreeFock.density_idempotent_iff_no_pairing' depends on axioms: [propext, Classical.choice, Quot.sound]
'PairingHartreeFock.fractional_occupation_degenerate' depends on axioms: [propext, Classical.choice, Quot.sound]
```
